# One-body operators have zero element between disjoint electron pairs, while an antisymmetrised two-body interaction gives $V_{ijkl}$

Q: If the Breit interaction enters an atomic calculation only through the mean field, and correlation is then computed with Coulomb integrals alone, the direct Breit amplitude for moving two electrons at once is missing. I doubt that a statement about matrices captures this.

A: It captures the algebraic part, for two-electron states over a fixed, finite set of modes. There, no choice of mean field supplies that amplitude.

In Lean 4 with Mathlib:

```lean
import Mathlib

open Matrix

namespace BreitPairCoupling

noncomputable section

variable {n N : Type*} [DecidableEq n] [Fintype N] [DecidableEq N]
```

Q: What stands for the electrons?

A: Each mode $p$, a spin-orbital, has an annihilator $a_p$, which is a complex matrix on a finite-dimensional state space. The creator $a_p^\dagger$ is its conjugate transpose. `delta` is the Kronecker delta $\delta_{pq}$.

```lean
/-- The Kronecker delta of two modes. -/
def delta (p q : n) : ℂ := if p = q then 1 else 0
```

The assumptions on the matrices and on the vacuum vector $v$ are
$$a_p a_q^\dagger + a_q^\dagger a_p = \delta_{pq},\qquad a_p v = 0,\qquad \langle v, v\rangle = 1 .$$

```lean
/-- The annihilators `a p` and their adjoints obey the mixed anticommutation relation, and `v` is
a unit vector killed by every annihilator. -/
structure IsFermiVacuum (a : n → Matrix N N ℂ) (v : N → ℂ) : Prop where
  car : ∀ p q, a p * (a q)ᴴ + (a q)ᴴ * a p = delta p q • (1 : Matrix N N ℂ)
  vac : ∀ p, a p *ᵥ v = 0
  unit : star v ⬝ᵥ v = 1
```

Q: Where is the relation $a_p a_q + a_q a_p = 0$?

A: It isn't assumed, because no step below reorders two annihilators. The Pauli principle still shows up in the pair states $|pq\rangle = a_p^\dagger a_q^\dagger v$: their overlaps, computed below, give norm 1 for $p \neq q$ and 0 for $p = q$.

```lean
/-- The state with particles created in mode `q` and then in mode `p`. -/
def pair (a : n → Matrix N N ℂ) (v : N → ℂ) (p q : n) : N → ℂ := (a p)ᴴ *ᵥ ((a q)ᴴ *ᵥ v)
```

The matrix element $\langle x, O y\rangle$ is defined as a linear function of the operator $O$, so sums over modes can be taken outside it.

```lean
/-- The matrix element `⟨x, O y⟩`, as a linear functional of the operator `O`. -/
def element (x y : N → ℂ) : Matrix N N ℂ →ₗ[ℂ] ℂ where
  toFun O := star x ⬝ᵥ (O *ᵥ y)
  map_add' A B := by rw [Matrix.add_mulVec, dotProduct_add]
  map_smul' c A := by simp [Matrix.smul_mulVec]
```

Q: And the mean field and the Breit interaction?

A: The mean field is $\sum_{pq} F_{pq}\, a_p^\dagger a_q$ with an arbitrary array $F$. It therefore includes any Breit potential averaged over occupied orbitals, self-consistent or not.

```lean
/-- The one-body operator with matrix `F`, such as a mean field. -/
def oneBody [Fintype n] (a : n → Matrix N N ℂ) (F : n → n → ℂ) : Matrix N N ℂ :=
  ∑ p, ∑ q, F p q • ((a p)ᴴ * a q)
```

The interaction is $\tfrac14\sum_{pqrs} V_{pqrs}\, a_p^\dagger a_q^\dagger a_s a_r$. The theorems take $V$ to be antisymmetric in $p,q$ and in $r,s$, which expresses that direct and exchange integrals have already been combined.

```lean
/-- The two-body operator with coefficients `V` and prefactor 1/4, the form used for antisymmetrised
integrals such as those of the Breit interaction. -/
def twoBody [Fintype n] (a : n → Matrix N N ℂ) (V : n → n → n → n → ℂ) : Matrix N N ℂ :=
  (1 / 4 : ℂ) • ∑ p, ∑ q, ∑ r, ∑ s, V p q r s • ((a p)ᴴ * (a q)ᴴ * a s * a r)
```

Q: Nothing there is specific to Breit.

A: Correct. $V$ may hold Breit integrals, Coulomb integrals or their sum. The Dirac matrices, the radial integrals and the restriction to positive-energy orbitals all lie in how $V$ and the modes are chosen. Since $V$ is a fixed array, an energy-dependent interaction is covered only after its energy arguments have been fixed, for instance at differences of orbital energies, and only if the resulting array has the assumed antisymmetry.

Q: Then take me through the calculation.

A: First move an annihilator through a creator. For any state $w$, the anticommutation relation gives
$$a_r a_p^\dagger w = \delta_{rp}\, w - a_p^\dagger a_r w .$$
The proof applies the matrix identity to $w$ and rearranges.

```lean
variable {a : n → Matrix N N ℂ} {v : N → ℂ}

/-- Moving an annihilator through a creator gives a contraction and a change of sign. -/
theorem annihilate_create (h : IsFermiVacuum a v) (r p : n) (w : N → ℂ) :
    a r *ᵥ ((a p)ᴴ *ᵥ w) = delta r p • w - (a p)ᴴ *ᵥ (a r *ᵥ w) := by
  have e := congrArg (fun M => M *ᵥ w) (h.car r p)
  simp only [Matrix.add_mulVec, ← Matrix.mulVec_mulVec, Matrix.smul_mulVec,
    Matrix.one_mulVec] at e
  exact eq_sub_of_add_eq e
```

Using this twice on $|kl\rangle$, with $a_r v = 0$ at the end,
$$a_r|kl\rangle = \delta_{rk}\, a_l^\dagger v - \delta_{rl}\, a_k^\dagger v .$$

```lean
/-- An annihilator acting on a pair state gives a combination of the two one-particle states, which
is zero if its mode `r` is neither `k` nor `l`. -/
theorem annihilate_pair (h : IsFermiVacuum a v) (r k l : n) :
    a r *ᵥ pair a v k l = delta r k • ((a l)ᴴ *ᵥ v) - delta r l • ((a k)ᴴ *ᵥ v) := by
  unfold pair
  rw [annihilate_create h r k, annihilate_create h r l v, h.vac, Matrix.mulVec_zero, sub_zero,
    Matrix.mulVec_smul]
```

A second annihilator removes the remaining particle:
$$a_s a_r|kl\rangle = (\delta_{rk}\delta_{sl} - \delta_{rl}\delta_{sk})\, v .$$

```lean
/-- Two annihilators acting on a pair state give an antisymmetric multiple of the vacuum. -/
theorem annihilate_two (h : IsFermiVacuum a v) (r s k l : n) :
    a s *ᵥ (a r *ᵥ pair a v k l)
      = (delta r k * delta s l - delta r l * delta s k) • v := by
  rw [annihilate_pair h, Matrix.mulVec_sub, Matrix.mulVec_smul, Matrix.mulVec_smul,
    annihilate_create h s l v, annihilate_create h s k v]
  simp only [h.vac, Matrix.mulVec_zero, sub_zero]
  module
```

For the overlap, move the creators of the bra to the ket as annihilators and use the last formula with $r=i$, $s=j$:
$$\langle ij|pq\rangle = \langle v, a_j a_i |pq\rangle\rangle = \delta_{ip}\delta_{jq} - \delta_{jp}\delta_{iq} .$$

```lean
/-- The overlap of two pair states is a two-by-two determinant of Kronecker deltas. -/
theorem pair_overlap (h : IsFermiVacuum a v) (i j p q : n) :
    star (pair a v i j) ⬝ᵥ pair a v p q
      = delta i p * delta j q - delta j p * delta i q := by
  -- move both creators of the bra to the ket
  have e : ∀ w, star (pair a v i j) ⬝ᵥ w = star v ⬝ᵥ (a j *ᵥ (a i *ᵥ w)) := by
    intro w
    unfold pair
    rw [Matrix.star_mulVec, Matrix.conjTranspose_conjTranspose, Matrix.star_mulVec,
      Matrix.conjTranspose_conjTranspose, ← Matrix.dotProduct_mulVec,
      ← Matrix.dotProduct_mulVec]
  rw [e, annihilate_two h, dotProduct_smul, h.unit, smul_eq_mul]
  ring
```

Q: Now the one-body operator.

A: One term acts as $a_p^\dagger a_q|kl\rangle = \delta_{qk}|pl\rangle - \delta_{ql}|pk\rangle$. Taking overlaps with $|ij\rangle$ and summing against $F_{pq}$,
$$\langle ij|F|kl\rangle = F_{ik}\delta_{jl} - F_{jk}\delta_{il} - F_{il}\delta_{jk} + F_{jl}\delta_{ik} .$$
Every term contains a delta between a bra mode and a ket mode: one electron moves and the other must stay. In the proof, `t` is the single-term element, and `d1` and `d2` carry out the sums over deltas.

```lean
variable [Fintype n]

/-- The element of a one-body operator between two pair states: each term moves one particle and
requires the other to stay in its mode. -/
theorem oneBody_element (h : IsFermiVacuum a v) (F : n → n → ℂ) (i j k l : n) :
    element (pair a v i j) (pair a v k l) (oneBody a F)
      = F i k * delta j l - F j k * delta i l - F i l * delta j k + F j l * delta i k := by
  have t : ∀ p q, element (pair a v i j) (pair a v k l) ((a p)ᴴ * a q)
      = delta j l * delta i p * delta q k - delta i l * delta j p * delta q k
        - delta j k * delta i p * delta q l + delta i k * delta j p * delta q l := by
    intro p q
    change star (pair a v i j) ⬝ᵥ (((a p)ᴴ * a q) *ᵥ pair a v k l) = _
    rw [← Matrix.mulVec_mulVec, annihilate_pair h, Matrix.mulVec_sub, Matrix.mulVec_smul,
      Matrix.mulVec_smul, dotProduct_sub, dotProduct_smul, dotProduct_smul]
    change delta q k • (star (pair a v i j) ⬝ᵥ pair a v p l)
      - delta q l • (star (pair a v i j) ⬝ᵥ pair a v p k) = _
    rw [pair_overlap h, pair_overlap h, smul_eq_mul, smul_eq_mul]
    ring
  have d1 : ∀ (f : n → ℂ) (x : n), ∑ r, f r * delta r x = f x := by
    intro f x; simp [delta]
  have d2 : ∀ (f : n → ℂ) (x : n), ∑ r, f r * delta x r = f x := by
    intro f x; simp [delta]
  unfold oneBody
  simp only [map_sum, map_smul, smul_eq_mul, t]
  simp only [mul_add, mul_sub, Finset.sum_add_distrib, Finset.sum_sub_distrib, ← mul_assoc,
    d1, d2]
```

Q: And the interaction?

A: Each term is now a product of two determinants of deltas:
$$\tfrac14\sum_{pqrs} V_{pqrs}\,(\delta_{ip}\delta_{jq} - \delta_{jp}\delta_{iq})(\delta_{rk}\delta_{sl} - \delta_{rl}\delta_{sk})
= \tfrac14\,(V_{ijkl} - V_{ijlk} - V_{jikl} + V_{jilk}) .$$
By antisymmetry all four contributions equal $V_{ijkl}$, which cancels the factor $\tfrac14$. The closing `linear_combination` applies those exchanges.

```lean
/-- The element of the two-body operator between two pair states is the antisymmetrised
integral. -/
theorem twoBody_element (h : IsFermiVacuum a v) (V : n → n → n → n → ℂ)
    (hpq : ∀ p q r s, V p q r s = -V q p r s) (hrs : ∀ p q r s, V p q r s = -V p q s r)
    (i j k l : n) :
    element (pair a v i j) (pair a v k l) (twoBody a V) = V i j k l := by
  have t : ∀ p q r s, element (pair a v i j) (pair a v k l) ((a p)ᴴ * (a q)ᴴ * a s * a r)
      = (delta r k * delta s l - delta r l * delta s k)
        * (delta i p * delta j q - delta j p * delta i q) := by
    intro p q r s
    change star (pair a v i j) ⬝ᵥ (((a p)ᴴ * (a q)ᴴ * a s * a r) *ᵥ pair a v k l) = _
    simp only [← Matrix.mulVec_mulVec]
    rw [annihilate_two h, Matrix.mulVec_smul, Matrix.mulVec_smul, dotProduct_smul]
    change _ • (star (pair a v i j) ⬝ᵥ pair a v p q) = _
    rw [pair_overlap h, smul_eq_mul]
  have d1 : ∀ (f : n → ℂ) (x : n), ∑ r, f r * delta r x = f x := by
    intro f x; simp [delta]
  have d2 : ∀ (f : n → ℂ) (x : n), ∑ r, f r * delta x r = f x := by
    intro f x; simp [delta]
  unfold twoBody
  simp only [map_sum, map_smul, smul_eq_mul, t]
  -- contract the annihilated modes first, then the created ones
  simp only [← mul_assoc, ← Finset.sum_mul]
  simp only [mul_sub, Finset.sum_sub_distrib, ← mul_assoc, d1, d2]
  linear_combination (-1 / 2 : ℂ) * hrs i j l k - (1 / 4 : ℂ) * hpq j i k l
    + (1 / 4 : ℂ) * hpq j i l k
```

Q: So the comparison follows by setting deltas to zero?

A: Yes. If neither $i$ nor $j$ equals $k$ or $l$, the one-body element vanishes for every $F$, while the two-body element remains $V_{ijkl}$. The theorem doesn't require $i\neq j$ or $k\neq l$; in those cases both elements are zero.

```lean
/-- Between pair states with no mode in common every one-body operator has zero element, while
the two-body operator has the element `V i j k l`. -/
theorem pair_coupling (h : IsFermiVacuum a v) (V : n → n → n → n → ℂ)
    (hpq : ∀ p q r s, V p q r s = -V q p r s) (hrs : ∀ p q r s, V p q r s = -V p q s r)
    {i j k l : n} (hik : i ≠ k) (hil : i ≠ l) (hjk : j ≠ k) (hjl : j ≠ l) :
    (∀ F, element (pair a v i j) (pair a v k l) (oneBody a F) = 0) ∧
      element (pair a v i j) (pair a v k l) (twoBody a V) = V i j k l := by
  refine ⟨fun F => ?_, twoBody_element h V hpq hrs i j k l⟩
  rw [oneBody_element h]
  simp [delta, hik, hil, hjk, hjl]
```

Q: Could a constant energy shift repair the mean field?

A: No. Disjoint pair states are orthogonal, so a multiple of the identity has zero element between them. If $V_{ijkl}\neq 0$, equality of the operators would force $V_{ijkl}=0$, a contradiction. Antisymmetry then makes all four modes distinct, so this needs at least four modes.

```lean
/-- A two-body interaction that couples two disjoint pairs of modes is not equal to any one-body
operator plus a constant. -/
theorem twoBody_ne_meanField (h : IsFermiVacuum a v) (V : n → n → n → n → ℂ)
    (hpq : ∀ p q r s, V p q r s = -V q p r s) (hrs : ∀ p q r s, V p q r s = -V p q s r)
    {i j k l : n} (hik : i ≠ k) (hil : i ≠ l) (hjk : j ≠ k) (hjl : j ≠ l)
    (hV : V i j k l ≠ 0) (F : n → n → ℂ) (e : ℂ) :
    twoBody a V ≠ oneBody a F + e • (1 : Matrix N N ℂ) := by
  intro he
  obtain ⟨h1, h2⟩ := pair_coupling h V hpq hrs hik hil hjk hjl
  -- a constant cannot couple orthogonal states
  have h0 : element (pair a v i j) (pair a v k l) 1 = 0 := by
    change star (pair a v i j) ⬝ᵥ ((1 : Matrix N N ℂ) *ᵥ pair a v k l) = 0
    rw [Matrix.one_mulVec, pair_overlap h]
    simp [delta, hik, hjk]
  apply hV
  rw [← h2, he, map_add, map_smul, h1, h0, smul_zero, add_zero]
```

Q: A mean field acting twice can move two electrons.

A: It can, but a product of one-body operators is generally not a one-body operator. The theorem concerns a single action. It also says nothing about the size of the missing amplitude or its effect on an energy, and its matrix elements are for two electrons without a core.

Q: Do matrices with these properties exist at all?

A: Yes, for every number $m$ of modes, including zero. Label the basis states by sets of occupied modes. The annihilator of mode $p$ removes $p$ from the set, with a factor $-1$ for each occupied mode below $p$, and gives zero if $p$ is not in the set.

```lean
/-- The Jordan–Wigner sign: minus one for each occupied mode below `p`. -/
def jwSign {m : ℕ} (p : Fin m) (S : Finset (Fin m)) : ℤ := ∏ r ∈ S, if r < p then -1 else 1

/-- The Jordan–Wigner annihilator of mode `p`, a matrix indexed by sets of occupied modes. -/
def jw {m : ℕ} (p : Fin m) : Matrix (Finset (Fin m)) (Finset (Fin m)) ℂ :=
  fun S T => if p ∉ S ∧ T = insert p S then (jwSign p S : ℂ) else 0
```

To check the anticommutation relation, note that each matrix product passes through only one intermediate set. For $p=q$, exactly one of the two products contributes to each diagonal entry, and it gives 1. For $p\neq q$, an entry is either zero in both products or nonzero in both. In the second case exchanging the order flips exactly one sign, so the two contributions cancel.

```lean
/-- The Jordan–Wigner matrices obey the mixed anticommutation relation. -/
theorem jw_car {m : ℕ} (p q : Fin m) :
    jw p * (jw q)ᴴ + (jw q)ᴴ * jw p
      = delta p q • (1 : Matrix (Finset (Fin m)) (Finset (Fin m)) ℂ) := by
  have jv : ∀ (p : Fin m) S, p ∉ S → jw p S (insert p S) = (jwSign p S : ℂ) :=
    fun p S h => if_pos ⟨h, rfl⟩
  have jz : ∀ (p : Fin m) S T, ¬(p ∉ S ∧ T = insert p S) → jw p S T = 0 :=
    fun p S T h => if_neg h
  have sq : ∀ (p : Fin m) S, (jwSign p S : ℂ) * (jwSign p S : ℂ) = 1 := by
    intro p S
    have e : jwSign p S * jwSign p S = 1 := by
      unfold jwSign
      rw [← Finset.prod_mul_distrib]
      exact Finset.prod_eq_one fun r _ => by split_ifs <;> norm_num
    exact_mod_cast e
  ext S U
  -- each matrix product has a single intermediate occupation set
  have h1 : ∑ T, jw p S T * (jw q)ᴴ T U = jw p S (insert p S) * (jw q)ᴴ (insert p S) U :=
    Finset.sum_eq_single _ (fun T _ hT => by rw [jz p S T (fun h => hT h.2), zero_mul])
      (fun h => absurd (Finset.mem_univ _) h)
  have h2 : ∑ T, (jw q)ᴴ S T * jw p T U = (jw q)ᴴ S (S.erase q) * jw p (S.erase q) U :=
    Finset.sum_eq_single _ (fun T _ hT => by
      rw [Matrix.conjTranspose_apply, jz q T S (fun h => hT (by
        rw [h.2, Finset.erase_insert h.1])), star_zero, zero_mul])
      (fun h => absurd (Finset.mem_univ _) h)
  rw [Matrix.add_apply, Matrix.mul_apply, Matrix.mul_apply, h1, h2]
  simp only [Matrix.conjTranspose_apply, Matrix.smul_apply, smul_eq_mul]
  clear h1 h2
  have hS : ∀ r : Fin m, S = insert r (S.erase r) → r ∈ S := fun r h => by
    rw [h]; exact Finset.mem_insert_self _ _
  rcases eq_or_ne p q with rfl | hpq
  · have hd : delta p p = 1 := if_pos rfl
    rw [hd, one_mul]
    by_cases hp : p ∈ S
    · rw [jz p S (insert p S) (fun h => h.1 hp), zero_mul, zero_add]
      have e := jv p (S.erase p) (Finset.notMem_erase p S)
      rw [Finset.insert_erase hp] at e
      by_cases hU : U = S
      · rw [hU, e, star_intCast, sq, Matrix.one_apply_eq]
      · rw [jz p (S.erase p) U (fun h => hU (h.2.trans (Finset.insert_erase hp))), mul_zero,
          Matrix.one_apply_ne (Ne.symm hU)]
    · rw [jz p (S.erase p) S (fun h => hp (hS p h.2)), star_zero, zero_mul, add_zero]
      by_cases hU : U = S
      · rw [hU, jv p S hp, star_intCast, sq, Matrix.one_apply_eq]
      · rw [jz p U (insert p S) (fun h => hU (by
          have e := congrArg (fun X => Finset.erase X p) h.2
          simp only [Finset.erase_insert hp, Finset.erase_insert h.1] at e
          exact e.symm)), star_zero, mul_zero, Matrix.one_apply_ne (Ne.symm hU)]
  · have hd : delta p q = 0 := if_neg hpq
    rw [hd, zero_mul]
    by_cases hc : q ∈ S ∧ p ∉ S ∧ U = insert p (S.erase q)
    · obtain ⟨hq, hp, hU⟩ := hc
      obtain ⟨T, hT, hST⟩ : ∃ T, q ∉ T ∧ S = insert q T :=
        ⟨S.erase q, Finset.notMem_erase q S, (Finset.insert_erase hq).symm⟩
      have hpT : p ∉ T := fun h => hp (by rw [hST]; exact Finset.mem_insert_of_mem h)
      have hqT : q ∉ insert p T := by simp [hT, Ne.symm hpq]
      rw [hST] at hp
      rw [hU, hST, Finset.erase_insert hT, jv p _ hp, Finset.insert_comm p q T, jv q _ hqT,
        jv q T hT, jv p T hpT]
      -- exchanging the two modes flips exactly one sign
      have e1 : jwSign p (insert q T) = (if q < p then -1 else 1) * jwSign p T :=
        Finset.prod_insert hT
      have e2 : jwSign q (insert p T) = (if p < q then -1 else 1) * jwSign q T :=
        Finset.prod_insert hpT
      rw [e1, e2]
      simp only [star_intCast]
      rcases lt_or_gt_of_ne hpq with h | h
      · rw [if_neg (lt_asymm h), if_pos h]; push_cast; ring
      · rw [if_pos h, if_neg (lt_asymm h)]; push_cast; ring
    · have z1 : jw p S (insert p S) * star (jw q U (insert p S)) = 0 := by
        by_cases hp : p ∈ S
        · rw [jz p S _ (fun h => h.1 hp), zero_mul]
        · rw [jz q U _ (fun h => hc ⟨?_, hp, ?_⟩), star_zero, mul_zero]
          · have e : q ∈ insert p S := by rw [h.2]; exact Finset.mem_insert_self _ _
            exact (Finset.mem_insert.mp e).resolve_left (Ne.symm hpq)
          · rw [← Finset.erase_insert_of_ne hpq, h.2, Finset.erase_insert h.1]
      have z2 : star (jw q (S.erase q) S) * jw p (S.erase q) U = 0 := by
        by_cases hq : q ∈ S
        · rw [jz p _ U (fun h => hc ⟨hq, fun hp => h.1 (Finset.mem_erase.mpr ⟨hpq, hp⟩), h.2⟩),
            mul_zero]
        · rw [jz q _ S (fun h => hq (hS q h.2)), star_zero, zero_mul]
      rw [z1, z2, add_zero]
```

The empty set is the vacuum: it has unit norm and nothing to remove.

```lean
/-- For any number of modes, the Jordan–Wigner annihilators and the state with no occupied mode
satisfy the conditions of `IsFermiVacuum`. -/
theorem isFermiVacuum_witness (m : ℕ) :
    IsFermiVacuum (jw : Fin m → _) (Pi.single ∅ 1) where
  car := jw_car
  vac p := by
    rw [Matrix.mulVec_single_one]
    ext S
    exact if_neg fun h => Finset.insert_ne_empty p S h.2.symm
  unit := by simp

end

end BreitPairCoupling
```

```lean
#print axioms BreitPairCoupling.twoBody_element
#print axioms BreitPairCoupling.twoBody_ne_meanField
```

```
'BreitPairCoupling.twoBody_element' depends on axioms: [propext, Classical.choice, Quot.sound]
'BreitPairCoupling.twoBody_ne_meanField' depends on axioms: [propext, Classical.choice, Quot.sound]
```

Q: I usually work with plain integrals $g_{pqrs}$, not antisymmetrised ones.

A: Then the operator would be $\tfrac12\sum_{pqrs} g_{pqrs}\, a_p^\dagger a_q^\dagger a_s a_r$, and the two antisymmetry hypotheses would give way to the particle-exchange symmetry $g_{pqrs}=g_{qpsr}$. The pair element would read $g_{ijkl}-g_{ijlk}$, with direct and exchange parts visible. The one-body result would stay the same.
